# In an ordered plain elastic band at equilibrium on a single one-dimensional barrier, the gap containing the top is the longest

Take three images on a line, x_0 < x_1 < s < x_2, where s is the top of a potential barrier V. The ends are held, and the middle image is tied to them by two springs of stiffness k > 0. If it is at rest under the springs and the full force −V'(x_1), then

k(x_2 − x_1) − k(x_1 − x_0) = V'(x_1) > 0,

so the spring across the top is the longer one. What happens with twenty images? The potential may be much steeper far down the flank than near the top, so I could imagine the widest gap opening there instead. And would stiffer springs cure the problem?

## Each image off the top makes the gap on its uphill side longer

As long as the band is in equilibrium with its images in order, the widest gap stays at the top, however steep the flanks are. A steep slope makes neighbouring gaps differ more, but always in favour of the one nearer the top. If the slopes stay bounded, the excess tends to zero as k grows, but with at least one interior image and none exactly on the top it is positive at every finite k that allows such an equilibrium.

Let the images be x_0 < x_1 < … < x_N, with x_0 < s < x_N and none at s. Suppose V' > 0 left of s and V' < 0 right of s. Write g_i = x_(i+1) − x_i for the gap between images i and i+1. Force balance on the interior image i+1 reads

k g_(i+1) − k g_i = V'(x_(i+1)).

Add these equations for i = a, …, b−1, where a ≤ b < N. The intermediate tensions cancel, which leaves

k(g_b − g_a) = V'(x_(a+1)) + … + V'(x_b).

The difference in tension between two springs is thus the sum of the slopes at the images between them.

Now let m+1 be the first image beyond s. It is not image 0, and image m is neither beyond s nor at s, so x_m < s < x_(m+1). Compare g_m with any other gap g_j:

- If j < m, the images between the two gaps are j+1, …, m. By the ordering they all lie left of s, so k(g_m − g_j) is a sum of positive slopes and g_j < g_m.
- If j > m, the images between them are m+1, …, j. They all lie right of s, so k(g_j − g_m) is a sum of negative slopes and again g_j < g_m.

When there are at least two gaps, the longest also exceeds the average. The gaps add up to x_N − x_0, none is longer than g_m and at least one is shorter, so x_N − x_0 < N g_m, or

(x_N − x_0)/N < g_m.

**Four images on an inverted parabola.** Take V(y) = −y²/2, so that V'(y) = −y and s = 0, with k = 1 and images at −2, −1, 1, 2. The gaps are 1, 2, 1. At the image −1 the springs give 2 − 1 = 1 = V'(−1), and at the image 1 they give 1 − 2 = −1 = V'(1). Both interior images are at rest, and the middle gap is 2, whereas uniform spacing would give 4/3. This equilibrium is neutral, not stable: shifting both interior images by the same small amount leaves the forces on them zero.

**An image on the top.** Keep the same potential and put three images at −1, 0, 1. The middle one is at rest for every k, but no gap has 0 strictly inside it and the two gaps are equal. The result therefore needs some condition that rules out an interior image at s.

If such an image m+1 does sit on a top with V'(s) = 0, its force balance gives g_m = g_(m+1). The sums above, taken over the images strictly on either side, show that every other gap is shorter than these two.

## What the Lean statements say about the band

The band is a function `x : ℕ → ℝ`, of which only the values at 0, …, N matter, and `gap x i` is g_i. `Ordered N x` says that consecutive images increase. `bandForce V k x i` is the force on image i+1, not on image i: two spring pulls and the full −V'. `InEquilibrium V k N x` makes it vanish whenever `i + 1 < N`, that is, on images 1 to N−1, while the ends are held.

All springs share the stiffness `k` and have zero natural length. This constant is a parameter of the method, chosen by the user, and not a property of the molecule or solid.

`IsBarrier V s` states the two sign conditions on `deriv V`. Mathlib sets `deriv` to zero where a function is not differentiable, so the strict signs already make V differentiable away from s. At s itself nothing is required, and a cusp is allowed. Only `image_on_top` asks for a smooth, flat top, through `HasDerivAt V 0 s`.

The main theorem, `barrier_gap_longest`, provides an m < N with x_m < s < x_(m+1) such that `gap x j < gap x m` for every other j < N. For N = 1 there is no other gap, and the comparison is empty. `barrier_gap_exceeds_uniform` therefore assumes `2 ≤ N`.

Equilibrium is a hypothesis: the theorems don't say that a given band has an equilibrium, that it is stable, or that a relaxation reaches it. The signs of V' are also required on the whole line, which excludes reactant and product minima. The sums use V' only at interior images, so the derivation by hand would tolerate ends resting in minima, though the theorems as stated do not include that case.

For saddle-point searches, this is the loss of resolution at the barrier top in a plain band, here for one coordinate, equal springs and a single barrier. The nudged elastic band removes the true force along the path, which on a line is all of V', and the balance then makes all gaps equal.

```lean
import Mathlib

noncomputable section

namespace PlainElasticBand

/-- The potential `V` on the line has positive slope everywhere left of `s` and negative slope
everywhere right of `s`. -/
structure IsBarrier (V : ℝ → ℝ) (s : ℝ) : Prop where
  uphill : ∀ y, y < s → 0 < deriv V y
  downhill : ∀ y, s < y → deriv V y < 0

/-- The signed distance from image `i` to image `i + 1`; in an ordered band it is the length of the
spring between them. -/
def gap (x : ℕ → ℝ) (i : ℕ) : ℝ := x (i + 1) - x i

/-- The total force on image `i + 1` of a plain band: the pull of its two springs of stiffness `k`
and the full force `-V'` of the potential. -/
def bandForce (V : ℝ → ℝ) (k : ℝ) (x : ℕ → ℝ) (i : ℕ) : ℝ :=
  k * gap x (i + 1) - k * gap x i - deriv V (x (i + 1))

/-- The images `0, …, N` stand in increasing order on the line. -/
def Ordered (N : ℕ) (x : ℕ → ℝ) : Prop := ∀ i, i < N → x i < x (i + 1)

/-- The total force vanishes on every interior image `1, …, N - 1`; the end images are held. -/
def InEquilibrium (V : ℝ → ℝ) (k : ℝ) (N : ℕ) (x : ℕ → ℝ) : Prop :=
  ∀ i, i + 1 < N → bandForce V k x i = 0

variable {V : ℝ → ℝ} {k s : ℝ} {N : ℕ} {x : ℕ → ℝ}

/-- In a band in equilibrium, `k` times the difference of two signed gaps, the later minus the
earlier, is the sum of the slopes of the potential at the images between them. -/
theorem tension_difference (heq : InEquilibrium V k N x) {a b : ℕ} (hab : a ≤ b) (hb : b < N) :
    k * (gap x b - gap x a) = ∑ i ∈ Finset.Ico a b, deriv V (x (i + 1)) := by
  revert hb
  induction b, hab using Nat.le_induction with
  | base => intro _; simp
  | succ b hab ih =>
    intro hb
    have h := heq b hb
    have h' := ih (by omega)
    rw [Finset.sum_Ico_succ_top hab]
    unfold bandForce at h
    linear_combination h' + h

/-- In a band in equilibrium with `k > 0`, the signed gap `b` is greater than an earlier gap `a` if
the potential rises at all images between them. -/
theorem gap_grows_uphill (hk : 0 < k) (heq : InEquilibrium V k N x) {a b : ℕ} (hab : a < b)
    (hb : b < N) (hup : ∀ i, a < i → i ≤ b → 0 < deriv V (x i)) : gap x a < gap x b := by
  have h := tension_difference heq hab.le hb
  have hpos : 0 < ∑ i ∈ Finset.Ico a b, deriv V (x (i + 1)) := by
    refine Finset.sum_pos (fun i hi => ?_) (Finset.nonempty_Ico.mpr hab)
    have hi' := Finset.mem_Ico.mp hi
    exact hup (i + 1) (by omega) (by omega)
  exact lt_of_mul_lt_mul_left (by linarith) hk.le

/-- In a band in equilibrium with `k > 0`, the signed gap `b` is less than an earlier gap `a` if the
potential falls at all images between them. -/
theorem gap_shrinks_downhill (hk : 0 < k) (heq : InEquilibrium V k N x) {a b : ℕ} (hab : a < b)
    (hb : b < N) (hdown : ∀ i, a < i → i ≤ b → deriv V (x i) < 0) : gap x b < gap x a := by
  have h := tension_difference heq hab.le hb
  have hpos : 0 < ∑ i ∈ Finset.Ico a b, -deriv V (x (i + 1)) := by
    refine Finset.sum_pos (fun i hi => ?_) (Finset.nonempty_Ico.mpr hab)
    have hi' := Finset.mem_Ico.mp hi
    exact neg_pos.mpr (hdown (i + 1) (by omega) (by omega))
  rw [Finset.sum_neg_distrib] at hpos
  exact lt_of_mul_lt_mul_left (by linarith) hk.le

/-- In an ordered band, a later image never lies to the left of an earlier one. -/
theorem Ordered.le (hord : Ordered N x) {i j : ℕ} (hij : i ≤ j) (hj : j ≤ N) : x i ≤ x j := by
  revert hj
  induction j, hij using Nat.le_induction with
  | base => intro _; exact le_rfl
  | succ j hij ih =>
    intro hj
    exact (ih (by omega)).trans (hord j (by omega)).le

/-- If the band starts left of `s`, ends right of `s` and has no image at `s`, then two
consecutive images enclose `s`. -/
theorem exists_gap_containing (h0 : x 0 < s) (hN : s < x N) (hne : ∀ i, i ≤ N → x i ≠ s) :
    ∃ m, m < N ∧ x m < s ∧ s < x (m + 1) := by
  classical
  -- take the first image beyond `s`
  have hex : ∃ n, s < x n := ⟨N, hN⟩
  have hle : Nat.find hex ≤ N := Nat.find_min' hex hN
  have hspec : s < x (Nat.find hex) := Nat.find_spec hex
  obtain ⟨m, hm⟩ : ∃ m, Nat.find hex = m + 1 := by
    refine Nat.exists_eq_succ_of_ne_zero (fun hz => ?_)
    rw [hz] at hspec
    exact lt_asymm h0 hspec
  have hmin : ¬ s < x m := Nat.find_min hex (by omega)
  rw [hm] at hspec hle
  exact ⟨m, by omega, lt_of_le_of_ne (not_lt.mp hmin) (hne m (by omega)), hspec⟩

/-- If an ordered plain band with `k > 0` is in equilibrium, runs from the left of the barrier top
`s` to its right and has no image at `s`, then the gap containing `s` is strictly longer than every
other gap. -/
theorem barrier_gap_longest (hk : 0 < k) (hV : IsBarrier V s) (hord : Ordered N x)
    (heq : InEquilibrium V k N x) (h0 : x 0 < s) (hN : s < x N) (hne : ∀ i, i ≤ N → x i ≠ s) :
    ∃ m, m < N ∧ x m < s ∧ s < x (m + 1) ∧ ∀ j, j < N → j ≠ m → gap x j < gap x m := by
  obtain ⟨m, hm, hl, hr⟩ := exists_gap_containing h0 hN hne
  refine ⟨m, hm, hl, hr, fun j hj hjm => ?_⟩
  rcases lt_or_gt_of_ne hjm with h | h
  · exact gap_grows_uphill hk heq h hm fun i _ hi =>
      hV.uphill _ ((hord.le hi hm.le).trans_lt hl)
  · exact gap_shrinks_downhill hk heq h hj fun i hi hij =>
      hV.downhill _ (hr.trans_le (hord.le hi (by omega)))

/-- Under the hypotheses of `barrier_gap_longest` and with at least two gaps, the gap containing the
barrier top is longer than the spacing of a uniform band with the same ends and the same number of
images. -/
theorem barrier_gap_exceeds_uniform (hk : 0 < k) (hV : IsBarrier V s) (hord : Ordered N x)
    (heq : InEquilibrium V k N x) (h0 : x 0 < s) (hN : s < x N) (hne : ∀ i, i ≤ N → x i ≠ s)
    (h2 : 2 ≤ N) :
    ∃ m, m < N ∧ x m < s ∧ s < x (m + 1) ∧ (x N - x 0) / N < gap x m := by
  obtain ⟨m, hm, hl, hr, hlong⟩ := barrier_gap_longest hk hV hord heq h0 hN hne
  refine ⟨m, hm, hl, hr, ?_⟩
  obtain ⟨j, hj, hjm⟩ : ∃ j, j < N ∧ j ≠ m := by
    rcases Nat.eq_zero_or_pos m with h | h
    · exact ⟨1, by omega, by omega⟩
    · exact ⟨0, by omega, by omega⟩
  -- the gaps add up to the length of the band
  have hsum : ∑ i ∈ Finset.range N, gap x i = x N - x 0 := Finset.sum_range_sub x N
  have hlt : ∑ i ∈ Finset.range N, gap x i < ∑ _i ∈ Finset.range N, gap x m := by
    refine Finset.sum_lt_sum (fun i hi => ?_) ⟨j, Finset.mem_range.mpr hj, hlong j hj hjm⟩
    rcases eq_or_ne i m with h | h
    · rw [h]
    · exact (hlong i (Finset.mem_range.mp hi) h).le
  rw [Finset.sum_const, Finset.card_range, nsmul_eq_mul, hsum] at hlt
  have hNpos : (0 : ℝ) < N := by exact_mod_cast (show 0 < N by omega)
  rw [div_lt_iff₀ hNpos]
  linarith

/-- If an interior image of an ordered band in equilibrium with `k > 0` sits exactly on a barrier
top where `V` has zero slope, its two gaps are equal and strictly longer than all others. -/
theorem image_on_top (hk : 0 < k) (hV : IsBarrier V s) (htop : HasDerivAt V 0 s)
    (hord : Ordered N x) (heq : InEquilibrium V k N x) {m : ℕ} (hm : m + 1 < N)
    (hs : x (m + 1) = s) :
    gap x m = gap x (m + 1) ∧
      ∀ j, j < N → j ≠ m → j ≠ m + 1 → gap x j < gap x m := by
  -- with no slope at the top, the two springs there balance each other
  have hbal : gap x m = gap x (m + 1) := by
    have h := heq m hm
    unfold bandForce at h
    rw [hs, htop.deriv] at h
    exact mul_left_cancel₀ hk.ne' (by linarith)
  refine ⟨hbal, fun j hj hjm hjm' => ?_⟩
  rcases lt_or_gt_of_ne hjm with h | h
  · refine gap_grows_uphill hk heq h (by omega) fun i _ hi => hV.uphill _ ?_
    rw [← hs]
    exact (hord.le hi (by omega)).trans_lt (hord m (by omega))
  · rw [hbal]
    refine gap_shrinks_downhill hk heq (by omega) hj fun i hi hij => hV.downhill _ ?_
    rw [← hs]
    exact (hord (m + 1) hm).trans_le (hord.le hi (by omega))

/-- A sample band whose images `0, 1, 2, 3` stand at `-2, -1, 1, 2`. -/
def sampleBand (i : ℕ) : ℝ := if i < 2 then (i : ℝ) - 2 else (i : ℝ) - 1

/-- On the inverted parabola `V(y) = -y²/2` with `k = 1`, the sample band is ordered, in
equilibrium, runs across the top at `0` and has no image there. -/
theorem sampleBand_witness :
    IsBarrier (fun y : ℝ => -(y * y) / 2) 0 ∧ Ordered 3 sampleBand ∧
      InEquilibrium (fun y : ℝ => -(y * y) / 2) 1 3 sampleBand ∧
      sampleBand 0 < 0 ∧ 0 < sampleBand 3 ∧ ∀ i, i ≤ 3 → sampleBand i ≠ 0 := by
  have hd : ∀ y : ℝ, deriv (fun y : ℝ => -(y * y) / 2) y = -y := fun y =>
    ((((hasDerivAt_id' y).fun_mul (hasDerivAt_id' y)).fun_neg.div_const 2).congr_deriv
      (by ring)).deriv
  refine ⟨⟨fun y hy => ?_, fun y hy => ?_⟩, fun i hi => ?_, fun i hi => ?_, ?_, ?_,
    fun i hi => ?_⟩
  · rw [hd]; linarith
  · rw [hd]; linarith
  · interval_cases i <;> norm_num [sampleBand]
  · have hi' : i < 2 := by omega
    simp only [bandForce, gap, hd]
    interval_cases i <;> norm_num [sampleBand]
  · norm_num [sampleBand]
  · norm_num [sampleBand]
  · interval_cases i <;> norm_num [sampleBand]

end PlainElasticBand
```

```lean
#print axioms PlainElasticBand.barrier_gap_longest
-- 'PlainElasticBand.barrier_gap_longest' depends on axioms: [propext, Classical.choice, Quot.sound]
#print axioms PlainElasticBand.barrier_gap_exceeds_uniform
-- 'PlainElasticBand.barrier_gap_exceeds_uniform' depends on axioms: [propext, Classical.choice, Quot.sound]
#print axioms PlainElasticBand.image_on_top
-- 'PlainElasticBand.image_on_top' depends on axioms: [propext, Classical.choice, Quot.sound]
```

## From the sum of slopes to the longest gap

`tension_difference` is the summed force balance. It is proved by induction on b, starting at b = a, where both sides are zero. In the step, `Finset.sum_Ico_succ_top` splits off the last slope, and `linear_combination h' + h` adds the force balance of one more image to the identity already obtained.

`gap_grows_uphill` and `gap_shrinks_downhill` read off the sign. `Finset.sum_pos` shows that a nonempty sum of positive terms is positive; the downhill version applies it to the negated slopes. The positive factor k is then cancelled by `lt_of_mul_lt_mul_left`.

`Ordered.le` chains the neighbour inequalities into x_i ≤ x_j for i ≤ j ≤ N. `exists_gap_containing` finds the first image beyond s with `Nat.find` and takes its predecessor as m. The minimality of that first image gives x_m ≤ s, and the absence of an image at s makes the inequality strict.

`barrier_gap_longest` combines these lemmas. After locating m it splits into j < m and j > m, as in the two cases above, and uses `Ordered.le` to place every intermediate image on the correct side of s.

For the comparison with uniform spacing, `Finset.sum_range_sub` adds the gaps up to x_N − x_0, and `Finset.sum_lt_sum` compares that sum with N copies of the longest gap. The proof of `image_on_top` first gets the two equal gaps from the force balance at s, then applies the uphill and downhill lemmas on either side.

`sampleBand_witness` confirms that the four-image example meets the hypotheses of the main theorem. It computes the derivative −y once and checks the images one at a time with `interval_cases`.
